# A Riccati solution block-diagonalises a finite Hermitian Hamiltonian

Let
$$H=\begin{pmatrix}A&B\\B^\dagger&D\end{pmatrix},\qquad W=\begin{pmatrix}1&-X^\dagger\\X&1\end{pmatrix},$$
with $A$ and $D$ Hermitian. If $X$ solves $B^\dagger+DX=XA+XBX$, then $W$ is invertible and
$$W^{-1}HW=\begin{pmatrix}A+BX&0\\0&D-B^\dagger X^\dagger\end{pmatrix}.$$
Conversely, if $W^{-1}HW$ is block diagonal, then $X$ solves this equation and the blocks are these two.

For a finite matrix Hamiltonian with a known $X$, this is the algebra of separating a model space from the rest, as in exact two-component relativistic methods.

## Finite spaces with orthonormal bases

The index types `m` and `n` label the basis states of the two spaces, and `𝕜` is $\mathbb R$ or $\mathbb C$. The amplitude $X$ maps the first space to the second. Writing $H$ as an ordinary matrix and the overlap as the identity presupposes an orthonormal basis; a non-orthogonal one would bring in a metric that is absent here.

```lean
import Mathlib

open Matrix
open scoped ComplexOrder

namespace ExactBlockDecoupling

variable {𝕜 m n : Type*} [RCLike 𝕜] [Fintype m] [Fintype n] [DecidableEq m] [DecidableEq n]
```

In Lean, `ᴴ` is the adjoint $\dagger$ and `fromBlocks` lists the blocks row by row. The definition of `hamiltonian` builds in that the two couplings are adjoints of each other.

```lean
/-- The Hamiltonian with diagonal blocks `A` and `D`, coupled by `B` and its adjoint. -/
def hamiltonian (A : Matrix m m 𝕜) (B : Matrix m n 𝕜) (D : Matrix n n 𝕜) :
    Matrix (m ⊕ n) (m ⊕ n) 𝕜 :=
  fromBlocks A B Bᴴ D

/-- The decoupling matrix built from the amplitude `X`, which maps the first space to the
second. -/
def decoupler (X : Matrix n m 𝕜) : Matrix (m ⊕ n) (m ⊕ n) 𝕜 :=
  fromBlocks 1 (-Xᴴ) X 1
```

`Riccati` is a proposition about a given $X$. Whether a solution exists, how to compute it and which eigenstates it selects are left open.

```lean
/-- The Riccati equation for the amplitude `X`. -/
def Riccati (A : Matrix m m 𝕜) (B : Matrix m n 𝕜) (D : Matrix n n 𝕜)
    (X : Matrix n m 𝕜) : Prop :=
  Bᴴ + D * X = X * A + X * B * X
```

## Invertibility for every amplitude

Invertibility of $W$ needs no condition on $X$. Multiplying out gives
$$W^\dagger W=\begin{pmatrix}1+X^\dagger X&0\\0&1+XX^\dagger\end{pmatrix},$$
since the off-diagonal blocks are $-X^\dagger+X^\dagger$ and $-X+X$.

```lean
/-- The overlap matrix of the columns of the decoupling matrix is block diagonal. -/
theorem decoupler_overlap (X : Matrix n m 𝕜) :
    (decoupler X)ᴴ * decoupler X = fromBlocks (1 + Xᴴ * X) 0 0 (1 + X * Xᴴ) := by
  rw [decoupler, fromBlocks_conjTranspose, fromBlocks_multiply, fromBlocks_inj]
  refine ⟨by simp, by simp, by simp, by simp [add_comm]⟩
```

For $v\neq0$, $v^\dagger(1+X^\dagger X)v=\|v\|^2+\|Xv\|^2>0$, and likewise for the other block. Both determinants are therefore nonzero, so $\det W^\dagger\det W\ne0$ and $W$ is invertible. The proof follows this route, with `h1` and `h2` as the two positivity statements.

The complex conjugation matters: with $-X^T$ in place of $-X^\dagger$, the one-by-one choice $X=i$ would make $W$ singular.

```lean
/-- The decoupling matrix is invertible for every amplitude `X`. -/
theorem decoupler_isUnit (X : Matrix n m 𝕜) : IsUnit (decoupler X) := by
  -- both blocks of the overlap matrix are positive definite
  have h1 : (1 + Xᴴ * X).PosDef :=
    PosDef.one.add_posSemidef (posSemidef_conjTranspose_mul_self X)
  have h2 : (1 + X * Xᴴ).PosDef :=
    PosDef.one.add_posSemidef (posSemidef_self_mul_conjTranspose X)
  have h := congrArg det (decoupler_overlap X)
  rw [det_mul, det_fromBlocks_zero₂₁] at h
  have hu : IsUnit ((decoupler X)ᴴ.det * (decoupler X).det) := by
    rw [h]
    exact ((isUnit_iff_isUnit_det _).1 h1.isUnit).mul ((isUnit_iff_isUnit_det _).1 h2.isUnit)
  exact (isUnit_iff_isUnit_det _).2 (isUnit_of_mul_isUnit_right hu)
```

## Hermitian diagonal blocks

The hypotheses `hA` and `hD` say that each space, taken alone, has a Hermitian Hamiltonian, with no decay or absorption. To see where they enter, compare
$$HW=\begin{pmatrix}A+BX&B-AX^\dagger\\B^\dagger+DX&D-B^\dagger X^\dagger\end{pmatrix},\qquad
W\begin{pmatrix}P&0\\0&Q\end{pmatrix}=\begin{pmatrix}P&-X^\dagger Q\\XP&Q\end{pmatrix}.$$
The diagonal blocks fix $P=A+BX$ and $Q=D-B^\dagger X^\dagger$. The lower left block is then the Riccati equation, and the upper right one reads
$$B+X^\dagger D=AX^\dagger+X^\dagger B^\dagger X^\dagger.$$
This is the adjoint of the Riccati equation, provided $A^\dagger=A$ and $D^\dagger=D$.

In the proof, `h'` is that adjoint equation. Hermiticity is used only there, in the direction from Riccati to decoupling. Without it that direction can fail: the scalars $A=0$, $D=i$, $B=i/2$, $X=1$ satisfy the Riccati equation, but the upper right blocks are $i/2$ and $-3i/2$.

```lean
/-- The decoupling matrix intertwines a Hermitian Hamiltonian with a block-diagonal matrix
exactly when `X` solves the Riccati equation and the blocks are `A + B X` and `D - Bᴴ Xᴴ`. -/
theorem intertwines_iff {A : Matrix m m 𝕜} {B : Matrix m n 𝕜} {D : Matrix n n 𝕜}
    (hA : A.IsHermitian) (hD : D.IsHermitian) (X : Matrix n m 𝕜)
    (P : Matrix m m 𝕜) (Q : Matrix n n 𝕜) :
    hamiltonian A B D * decoupler X = decoupler X * fromBlocks P 0 0 Q ↔
      Riccati A B D X ∧ P = A + B * X ∧ Q = D - Bᴴ * Xᴴ := by
  rw [hamiltonian, decoupler, fromBlocks_multiply, fromBlocks_multiply, fromBlocks_inj]
  simp only [Matrix.mul_one, Matrix.one_mul, Matrix.mul_zero, Matrix.mul_neg, Matrix.neg_mul,
    add_zero, zero_add]
  unfold Riccati
  constructor
  · rintro ⟨h1, -, h3, h4⟩
    refine ⟨?_, h1.symm, ?_⟩
    · rw [h3, ← h1, Matrix.mul_add, Matrix.mul_assoc]
    · rw [← h4]
      abel
  · rintro ⟨h, rfl, rfl⟩
    -- the upper right block is the adjoint of the Riccati equation
    have h' := congrArg conjTranspose h
    simp only [conjTranspose_add, conjTranspose_mul, conjTranspose_conjTranspose,
      hA.eq, hD.eq] at h'
    refine ⟨rfl, ?_, ?_, ?_⟩
    · rw [Matrix.mul_sub, neg_sub, neg_add_eq_sub, sub_eq_sub_iff_add_eq_add, h', add_comm]
    · rw [Matrix.mul_add, ← Matrix.mul_assoc]
      exact h
    · abel
```

## The Riccati equation as the decoupling condition

Physically, the equation says that $H$ maps each vector $(v,Xv)$ to another of the same form, so these vectors span an invariant subspace. Multiplying $HW=W\,\mathrm{diag}(P,Q)$ by $W^{-1}$ from the left gives the transformed Hamiltonian, and multiplying by $W$ reverses the step. Without the Riccati equation, no choice of $P$ and $Q$ works.

```lean
/-- For Hermitian `A` and `D`, the transformed Hamiltonian is block diagonal with blocks `P` and `Q`
exactly when `X` solves the Riccati equation, `P = A + B X` and `Q = D - Bᴴ Xᴴ`. -/
theorem block_diagonal_iff {A : Matrix m m 𝕜} {B : Matrix m n 𝕜} {D : Matrix n n 𝕜}
    (hA : A.IsHermitian) (hD : D.IsHermitian) (X : Matrix n m 𝕜)
    (P : Matrix m m 𝕜) (Q : Matrix n n 𝕜) :
    (decoupler X)⁻¹ * hamiltonian A B D * decoupler X = fromBlocks P 0 0 Q ↔
      Riccati A B D X ∧ P = A + B * X ∧ Q = D - Bᴴ * Xᴴ := by
  have hdet := (isUnit_iff_isUnit_det _).1 (decoupler_isUnit X)
  rw [← intertwines_iff hA hD X P Q]
  constructor
  · intro h
    rw [← h, ← Matrix.mul_assoc, ← Matrix.mul_assoc, mul_nonsing_inv _ hdet, Matrix.one_mul]
  · intro h
    rw [Matrix.mul_assoc, h, ← Matrix.mul_assoc, nonsing_inv_mul _ hdet, Matrix.one_mul]
```

The main theorem inserts the two known blocks into this equivalence.

```lean
/-- Exact block decoupling: for a solution `X` of the Riccati equation, the decoupling matrix is
invertible and brings the Hermitian Hamiltonian to block-diagonal form. -/
theorem exact_block_decoupling {A : Matrix m m 𝕜} {B : Matrix m n 𝕜} {D : Matrix n n 𝕜}
    {X : Matrix n m 𝕜} (hA : A.IsHermitian) (hD : D.IsHermitian) (hX : Riccati A B D X) :
    IsUnit (decoupler X) ∧
      (decoupler X)⁻¹ * hamiltonian A B D * decoupler X =
        fromBlocks (A + B * X) 0 0 (D - Bᴴ * Xᴴ) :=
  ⟨decoupler_isUnit X, (block_diagonal_iff hA hD X _ _).2 ⟨hX, rfl, rfl⟩⟩
```

The columns of $W$ are in general not orthonormal, so $A+BX$ need not be Hermitian once the first space has at least two dimensions. Weighted by the overlap, it is:
$$(1+X^\dagger X)(A+BX)=A+BX+X^\dagger(B^\dagger+DX)=A+BX+X^\dagger B^\dagger+X^\dagger DX.$$
The Riccati equation gives the first equality, and hermiticity of $A$ and $D$ makes the final sum Hermitian. With $S=1+X^\dagger X$, orthonormalising the first block of columns, by multiplying it from the right by $S^{-1/2}$, would turn $A+BX$ into the Hermitian matrix $S^{1/2}(A+BX)S^{-1/2}$, a step not formalised here.

```lean
omit [DecidableEq n] in
/-- For Hermitian `A` and `D` and a solution `X` of the Riccati equation, the effective Hamiltonian
`A + B X` becomes Hermitian when multiplied from the left by the overlap matrix `1 + Xᴴ X`. -/
theorem overlap_mul_effective_isHermitian {A : Matrix m m 𝕜} {B : Matrix m n 𝕜}
    {D : Matrix n n 𝕜} {X : Matrix n m 𝕜} (hA : A.IsHermitian) (hD : D.IsHermitian)
    (hX : Riccati A B D X) : ((1 + Xᴴ * X) * (A + B * X)).IsHermitian := by
  have h : X * (A + B * X) = Bᴴ + D * X := by
    rw [Matrix.mul_add, ← Matrix.mul_assoc]
    exact hX.symm
  -- the Riccati equation turns the product into a manifestly Hermitian sum
  have e : (1 + Xᴴ * X) * (A + B * X) = A + B * X + Xᴴ * (Bᴴ + D * X) := by
    rw [Matrix.add_mul, Matrix.one_mul, Matrix.mul_assoc, h]
  rw [e]
  unfold Matrix.IsHermitian
  simp only [conjTranspose_add, conjTranspose_mul, conjTranspose_conjTranspose, hA.eq, hD.eq,
    Matrix.mul_add, Matrix.mul_assoc]
  abel
```

For real matrices the adjoint is the transpose, and the hypotheses become symmetry of $A$ and $D$.

```lean
/-- Exact block decoupling of a real symmetric Hamiltonian, written with transposes. -/
theorem real_symmetric_decoupling {A : Matrix m m ℝ} {B : Matrix m n ℝ} {D : Matrix n n ℝ}
    {X : Matrix n m ℝ} (hA : A.IsSymm) (hD : D.IsSymm)
    (hX : Bᵀ + D * X = X * A + X * B * X) :
    IsUnit (fromBlocks 1 (-Xᵀ) X 1) ∧
      (fromBlocks 1 (-Xᵀ) X 1)⁻¹ * fromBlocks A B Bᵀ D * fromBlocks 1 (-Xᵀ) X 1 =
        fromBlocks (A + B * X) 0 0 (D - Bᵀ * Xᵀ) := by
  have hA' : A.IsHermitian := (conjTranspose_eq_transpose_of_trivial A).trans hA
  have hD' : D.IsHermitian := (conjTranspose_eq_transpose_of_trivial D).trans hD
  have hX' : Riccati A B D X := by
    rw [Riccati, conjTranspose_eq_transpose_of_trivial]
    exact hX
  simpa only [decoupler, hamiltonian, conjTranspose_eq_transpose_of_trivial] using
    exact_block_decoupling hA' hD' hX'
```

## Two levels, then three

With one real level in each space and $b\ne0$, the equation is $bx^2+(a-d)x-b=0$. Its two roots give
$$a+bx=\frac{a+d}{2}\pm\sqrt{\Big(\frac{a-d}{2}\Big)^2+b^2},$$
the familiar two-level energies; the other block, $d-bx$, carries the opposite sign.

The last theorem checks the hypotheses for a three-level model. There both sides of the Riccati equation equal $(2,2)$, and the blocks are $\begin{pmatrix}1&1\\1&1\end{pmatrix}$ and $-1$, with energies $0$, $2$ and $-1$.

```lean
/-- Two degenerate levels at energy 0, each coupled with strength 1 to a third level at energy 1,
have Hermitian diagonal blocks and the Riccati solution `X = (1, 1)`. -/
theorem riccati_witness :
    (!![0, 0; 0, 0] : Matrix (Fin 2) (Fin 2) ℝ).IsHermitian ∧
      (!![1] : Matrix (Fin 1) (Fin 1) ℝ).IsHermitian ∧
      Riccati (!![0, 0; 0, 0] : Matrix (Fin 2) (Fin 2) ℝ) !![1; 1] !![1] !![1, 1] := by
  refine ⟨?_, ?_, ?_⟩
  · ext i j
    fin_cases i <;> fin_cases j <;> simp
  · ext i j
    fin_cases i
    fin_cases j
    simp
  · unfold Riccati
    ext i j
    fin_cases i
    fin_cases j <;> norm_num [Matrix.mul_apply, Fin.sum_univ_succ]

end ExactBlockDecoupling
```

```lean
#print axioms ExactBlockDecoupling.block_diagonal_iff
#print axioms ExactBlockDecoupling.overlap_mul_effective_isHermitian
#print axioms ExactBlockDecoupling.real_symmetric_decoupling
```

```
'ExactBlockDecoupling.block_diagonal_iff' depends on axioms: [propext, Classical.choice, Quot.sound]
'ExactBlockDecoupling.overlap_mul_effective_isHermitian' depends on axioms: [propext, Classical.choice, Quot.sound]
'ExactBlockDecoupling.real_symmetric_decoupling' depends on axioms: [propext, Classical.choice, Quot.sound]
```
